# The averaged exchange hole of hydrogen integrates to −1 and gives an exchange energy of −5/16 hartree

## A hole defined from the density

The averaged exchange hole of the hydrogen atom in its ground state is defined here by an integral over the electron density, and its closed form is then derived. The integral is written from the start in spherical coordinates, with the angular integration inside the radial one.

In atomic units the ground-state density at distance \(r\) from the nucleus is

\[ n(r)=\frac{e^{-2r}}{\pi}. \]

With a single electron, exchange has only to cancel the electron's repulsion with itself. The exchange hole around an electron at \(\mathbf r\) is therefore \(-n(|\mathbf r+\mathbf u|)\) at separation \(\mathbf u\). Averaged over the electron's position, it depends only on \(u=|\mathbf u|\):

\[ h_x(u)=-\int_0^\infty 2\pi r^2\,n(r)\int_{-1}^{1} n\!\left(\sqrt{r^2+u^2+2rux}\right)dx\,dr , \]

where \(x\) is the cosine of the angle between \(\mathbf r\) and \(\mathbf u\). The exchange energy is half the Coulomb interaction of the electron with this hole,

\[ E_x=\frac12\int_0^\infty 4\pi u\,h_x(u)\,du . \]

## What the theorems say

Let

\[ P(u)=\frac{e^{-2u}}{8\pi}\left(1+2u+\tfrac43u^2\right). \]

The theorem `hydrogen_exchange_hole` has three parts: \(h_x(u)=-P(u)\) for every \(u>0\), the hole's total charge is \(-1\), and \(E_x=-5/16\) hartree. A second theorem, `truncated_charge`, says that the part of the hole within any finite radius \(R\ge 0\) holds a charge strictly above \(-1\). Charge is counted here in units of the electron's own charge, so \(-1\) stands for one missing electron.

In Lean, `density` is \(n\), `averagedHole` is \(h_x\) and `holeProfile` is \(P\), all real functions of a real variable. `Ioi 0` is the half line \(u>0\), and `Ioc 0 R` is the interval \(0<u\le R\). Lean assigns the value zero to the integral of a non-integrable function, so the non-zero values \(-1\) and \(-5/16\) also show that the two integrals converge.

The density is an input: the file does not solve the Schrödinger equation, and it does not derive the hole from a wavefunction or the iterated integral from one over three-dimensional space. The nucleus is fixed and the treatment non-relativistic.

In real-space cutoff constructions of exchange functionals, an approximate hole is cut off at a radius, chosen at each electron position, that makes its total charge \(-1\); this condition is the sum rule. The averaged exact hole of this one-electron atom holds \(-1\) in total, and `truncated_charge` shows that cutting it sharply at any finite separation breaks that rule.

## The angular integral

Let \(s=\sqrt{r^2+u^2+2rux}\), so that \(s\,ds=ru\,dx\). The function \(G(s)=(s/2+1/4)e^{-2s}\) has derivative \(-s\,e^{-2s}\). Hence

\[ \int_{-1}^{1}n(s)\,dx=\frac{1}{\pi ru}\int_{|r-u|}^{r+u}s\,e^{-2s}\,ds=\frac{G(|r-u|)-G(r+u)}{\pi ru}. \]

## The radial integral

Inserting this gives

\[ h_x(u)=-\frac{2}{\pi u}\left[\int_0^\infty r e^{-2r}G(|r-u|)\,dr-\int_0^\infty r e^{-2r}G(r+u)\,dr\right]. \]

The first integral is split at \(r=u\). For \(r\le u\) the exponentials combine to the constant \(e^{-2u}\):

\[ e^{-2u}\int_0^u r\left(\frac{u-r}{2}+\frac14\right)dr=e^{-2u}\left(\frac{u^3}{12}+\frac{u^2}{8}\right). \]

For \(r>u\),

\[ e^{2u}\int_u^\infty r\left(\frac{r-u}{2}+\frac14\right)e^{-4r}\,dr=e^{-2u}\,\frac{1+3u}{32}. \]

The subtracted integral is

\[ e^{-2u}\int_0^\infty r\left(\frac{r+u}{2}+\frac14\right)e^{-4r}\,dr=e^{-2u}\,\frac{1+u}{32}. \]

The bracket is therefore \(e^{-2u}(u^3/12+u^2/8+u/16)\), and multiplication by \(-2/(\pi u)\) gives \(-P(u)\).

## Charge and energy beyond a radius

Since \(4\pi u^2P(u)=e^{-2u}(u^2/2+u^3+2u^4/3)\), differentiation with respect to \(R\) confirms that

\[ \int_R^\infty 4\pi u^2h_x\,du=-\left(1+2R+2R^2+\tfrac76R^3+\tfrac13R^4\right)e^{-2R}, \]

because both sides have the same derivative and vanish as \(R\to\infty\). In the same way, \(4\pi uP(u)=e^{-2u}(u/2+u^2+2u^3/3)\) gives

\[ \frac12\int_R^\infty 4\pi u\,h_x\,du=-\left(\tfrac5{16}+\tfrac58R+\tfrac12R^2+\tfrac16R^3\right)e^{-2R}. \]

At \(R=0\) these are \(-1\) and \(-5/16\). The charge within \(R\) is \(-1\) minus the charge beyond \(R\). The latter is strictly negative, so the former lies above \(-1\).

## The Lean file

```lean
import Mathlib

open MeasureTheory Set Filter Asymptotics
open scoped Real Topology

namespace HydrogenExchangeHole

noncomputable section

/-- The ground-state electron density of hydrogen at distance `r` from the nucleus,
in atomic units. -/
def density (r : ℝ) : ℝ := Real.exp (-(2 * r)) / π

/-- The system-averaged exchange hole of hydrogen at separation `u`: minus the integral over
space of `n(r) n(|r + u|)`, where `x` is the cosine of the angle between the two vectors. -/
def averagedHole (u : ℝ) : ℝ :=
  -∫ r in Ioi (0 : ℝ), 2 * π * r ^ 2 * density r *
    ∫ x in (-1 : ℝ)..1, density (√(r ^ 2 + u ^ 2 + 2 * r * u * x))

/-- The closed-form profile `P(u) = exp(-2u) (1 + 2u + 4u²/3) / (8π)`. -/
def holeProfile (u : ℝ) : ℝ :=
  Real.exp (-(2 * u)) * (1 + 2 * u + 4 * u ^ 2 / 3) / (8 * π)

/-- The function `(s/2 + 1/4) exp(-2s)`. -/
def shellTail (s : ℝ) : ℝ := (s / 2 + 1 / 4) * Real.exp (-(2 * s))

/-- The integral over a half line of a function that is there the derivative of a quartic
polynomial times a decaying exponential, together with its integrability. -/
theorem integral_quartic_exp {k a : ℝ} {f : ℝ → ℝ} (hk : 0 < k) (q0 q1 q2 q3 q4 : ℝ)
    (hf : ∀ x, a < x → f x = ((q1 - k * q0) + (2 * q2 - k * q1) * x + (3 * q3 - k * q2) * x ^ 2
      + (4 * q4 - k * q3) * x ^ 3 - k * q4 * x ^ 4) * Real.exp (-(k * x))) :
    IntegrableOn f (Ioi a) ∧ ∫ x in Ioi a, f x =
      -((q0 + q1 * a + q2 * a ^ 2 + q3 * a ^ 3 + q4 * a ^ 4) * Real.exp (-(k * a))) := by
  -- each monomial times the exponential is integrable and vanishes at infinity
  have hm : ∀ n : ℕ, Integrable (fun x : ℝ => x ^ n * Real.exp (-(k * x)))
      (volume.restrict (Ioi a)) := by
    intro n
    have h : (fun x : ℝ => x ^ n) =o[atTop] fun x => Real.exp (k / 2 * x) :=
      isLittleO_pow_exp_pos_mul_atTop n (half_pos hk)
    refine integrable_of_isBigO_exp_neg (half_pos hk) (by fun_prop) ?_
    refine (h.isBigO.mul (isBigO_refl (fun x => Real.exp (-(k * x))) atTop)).congr_right
      fun x => ?_
    show Real.exp (k / 2 * x) * Real.exp (-(k * x)) = Real.exp (-(k / 2) * x)
    rw [← Real.exp_add]
    congr 1
    ring
  have ht : ∀ n : ℕ, Tendsto (fun x : ℝ => x ^ n * Real.exp (-(k * x))) atTop (𝓝 0) := by
    intro n
    have h : (fun x : ℝ => x ^ n) =o[atTop] fun x => Real.exp (k * x) :=
      isLittleO_pow_exp_pos_mul_atTop n hk
    exact h.tendsto_div_nhds_zero.congr fun x => by rw [Real.exp_neg, div_eq_mul_inv]
  have hlim := (((((ht 0).const_mul q0).add ((ht 1).const_mul q1)).add
    ((ht 2).const_mul q2)).add ((ht 3).const_mul q3)).add ((ht 4).const_mul q4)
  simp only [mul_zero, add_zero] at hlim
  have hint : IntegrableOn f (Ioi a) := by
    have h := (((((hm 0).const_mul (q1 - k * q0)).add ((hm 1).const_mul (2 * q2 - k * q1))).add
      ((hm 2).const_mul (3 * q3 - k * q2))).add ((hm 3).const_mul (4 * q4 - k * q3))).add
      ((hm 4).const_mul (-(k * q4)))
    refine IntegrableOn.congr_fun h (fun x hx => ?_) measurableSet_Ioi
    rw [hf x hx]
    simp only [Pi.add_apply]
    ring
  refine ⟨hint, ?_⟩
  have hd : ∀ x : ℝ, HasDerivAt (fun x => (q0 + q1 * x + q2 * x ^ 2 + q3 * x ^ 3 + q4 * x ^ 4)
      * Real.exp (-(k * x))) (((q1 - k * q0) + (2 * q2 - k * q1) * x + (3 * q3 - k * q2) * x ^ 2
      + (4 * q4 - k * q3) * x ^ 3 - k * q4 * x ^ 4) * Real.exp (-(k * x))) x := by
    intro x
    have hp : HasDerivAt (fun x => q0 + q1 * x + q2 * x ^ 2 + q3 * x ^ 3 + q4 * x ^ 4)
        (q1 + 2 * q2 * x + 3 * q3 * x ^ 2 + 4 * q4 * x ^ 3) x :=
      ((((((hasDerivAt_id' x).const_mul q1).const_add q0).fun_add
        ((hasDerivAt_pow 2 x).const_mul q2)).fun_add ((hasDerivAt_pow 3 x).const_mul q3)).fun_add
        ((hasDerivAt_pow 4 x).const_mul q4)).congr_deriv (by push_cast; ring)
    exact (hp.fun_mul ((hasDerivAt_id' x).const_mul k).fun_neg.exp).congr_deriv (by ring)
  rw [setIntegral_congr_fun measurableSet_Ioi (fun x hx => hf x hx),
    integral_Ioi_of_hasDerivAt_of_tendsto' (fun x _ => hd x)
      (hint.congr_fun (fun x hx => hf x hx) measurableSet_Ioi)
      (hlim.congr fun x => by ring), zero_sub]

/-- The hydrogen density at the point `r + u`, integrated over the cosine of the angle between
the two vectors. -/
theorem angular_integral {r u : ℝ} (hr : 0 < r) (hu : 0 < u) :
    ∫ x in (-1 : ℝ)..1, density (√(r ^ 2 + u ^ 2 + 2 * r * u * x)) =
      (shellTail |r - u| - shellTail (r + u)) / (π * r * u) := by
  have hG : ∀ s : ℝ, HasDerivAt shellTail (-(s * Real.exp (-(2 * s)))) s := fun s =>
    ((((hasDerivAt_id' s).div_const 2).add_const (1 / 4)).fun_mul
      ((hasDerivAt_id' s).const_mul 2).fun_neg.exp).congr_deriv (by ring)
  have alg : ∀ s E : ℝ, s ≠ 0 →
      -(-(s * E) * (2 * r * u / (2 * s))) / (π * r * u) = E / π := by
    intro s E hs
    have := Real.pi_pos.ne'
    field_simp
  have hd : ∀ x ∈ Ioo (-1 : ℝ) 1, HasDerivAt
      (fun x => -shellTail (√(r ^ 2 + u ^ 2 + 2 * r * u * x)) / (π * r * u))
      (density (√(r ^ 2 + u ^ 2 + 2 * r * u * x))) x := by
    intro x hx
    -- inside the interval the point `r + u` does not coincide with the nucleus
    have hpos : 0 < r ^ 2 + u ^ 2 + 2 * r * u * x := by
      nlinarith [sq_nonneg (r - u), mul_pos (mul_pos hr hu) (by linarith [hx.1] : 0 < 1 + x)]
    have h1 : HasDerivAt (fun x => r ^ 2 + u ^ 2 + 2 * r * u * x) (2 * r * u) x :=
      (((hasDerivAt_id' x).const_mul (2 * r * u)).const_add (r ^ 2 + u ^ 2)).congr_deriv
        (by ring)
    exact (((hG _).comp x (h1.sqrt hpos.ne')).neg.div_const (π * r * u)).congr_deriv
      (alg _ _ (Real.sqrt_pos.2 hpos).ne')
  have hc : Continuous fun x => density (√(r ^ 2 + u ^ 2 + 2 * r * u * x)) := by
    unfold density
    fun_prop
  have hF : Continuous fun x =>
      -shellTail (√(r ^ 2 + u ^ 2 + 2 * r * u * x)) / (π * r * u) := by
    unfold shellTail
    fun_prop
  rw [intervalIntegral.integral_eq_sub_of_hasDerivAt_of_le (by norm_num) hF.continuousOn hd
    (hc.intervalIntegrable _ _),
    show r ^ 2 + u ^ 2 + 2 * r * u * 1 = (r + u) ^ 2 by ring,
    show r ^ 2 + u ^ 2 + 2 * r * u * (-1) = (r - u) ^ 2 by ring,
    Real.sqrt_sq_eq_abs, Real.sqrt_sq_eq_abs, abs_of_pos (add_pos hr hu)]
  ring

/-- At every positive separation the system-averaged exchange hole of hydrogen is `-P(u)`. -/
theorem averagedHole_eq {u : ℝ} (hu : 0 < u) : averagedHole u = -holeProfile u := by
  have hπ := Real.pi_pos.ne'
  obtain ⟨g, hg⟩ : ∃ g : ℝ → ℝ, ∀ r, g r = r * Real.exp (-(2 * r)) * shellTail |r - u| :=
    ⟨_, fun _ => rfl⟩
  obtain ⟨h, hh⟩ : ∃ h : ℝ → ℝ, ∀ r, h r = r * Real.exp (-(2 * r)) * shellTail (r + u) :=
    ⟨_, fun _ => rfl⟩
  have e4 : ∀ r : ℝ, Real.exp (-(4 * r)) = Real.exp (-(2 * r)) * Real.exp (-(2 * r)) := by
    intro r
    rw [← Real.exp_add]
    congr 1
    ring
  -- the region r ≤ u, where the exponentials combine to a constant
  have hEq : EqOn (fun r => Real.exp (-(2 * u)) * (r * ((u - r) / 2 + 1 / 4))) g (Ioc 0 u) := by
    intro r hr
    have h1 : |r - u| = u - r := by
      rw [abs_sub_comm]
      exact abs_of_nonneg (by linarith [hr.2])
    have h2 : Real.exp (-(2 * u)) = Real.exp (-(2 * r)) * Real.exp (-(2 * (u - r))) := by
      rw [← Real.exp_add]
      congr 1
      ring
    simp only [hg, h1, shellTail]
    rw [h2]
    ring
  have hc : Continuous fun r : ℝ => Real.exp (-(2 * u)) * (r * ((u - r) / 2 + 1 / 4)) := by
    fun_prop
  have hA : IntegrableOn g (Ioc 0 u) :=
    (hc.integrableOn_Icc.mono_set Ioc_subset_Icc_self).congr_fun hEq measurableSet_Ioc
  have hA2 : ∫ r in Ioc 0 u, g r = Real.exp (-(2 * u)) * (u ^ 3 / 12 + u ^ 2 / 8) := by
    have hd : ∀ r : ℝ, HasDerivAt
        (fun r => Real.exp (-(2 * u)) * ((u / 4 + 1 / 8) * r ^ 2 - r ^ 3 / 6))
        (Real.exp (-(2 * u)) * (r * ((u - r) / 2 + 1 / 4))) r := fun r =>
      ((((hasDerivAt_pow 2 r).const_mul (u / 4 + 1 / 8)).fun_sub
        ((hasDerivAt_pow 3 r).div_const 6)).const_mul _).congr_deriv (by push_cast; ring)
    rw [← setIntegral_congr_fun measurableSet_Ioc hEq, ← intervalIntegral.integral_of_le hu.le,
      intervalIntegral.integral_eq_sub_of_hasDerivAt (fun r _ => hd r)
        (hc.intervalIntegrable _ _)]
    ring
  -- the region r > u
  have hB := integral_quartic_exp (k := 4) (a := u) (f := g) (by norm_num)
    (-Real.exp (2 * u) * (1 - u) / 32) (-Real.exp (2 * u) * (1 - u) / 8)
    (-Real.exp (2 * u) / 8) 0 0 (by
      intro r hr
      have h2 : Real.exp (-(2 * (r - u))) = Real.exp (2 * u) * Real.exp (-(2 * r)) := by
        rw [← Real.exp_add]
        congr 1
        ring
      rw [hg, abs_of_pos (sub_pos.2 hr), shellTail, h2, e4]
      ring)
  have hB2 : ∫ r in Ioi u, g r = Real.exp (-(2 * u)) * (1 + 3 * u) / 32 := by
    have h2 : Real.exp (2 * u) * Real.exp (-(4 * u)) = Real.exp (-(2 * u)) := by
      rw [← Real.exp_add]
      congr 1
      ring
    rw [hB.2]
    linear_combination ((1 + 3 * u) / 32) * h2
  -- the subtracted term, over all r
  have hC := integral_quartic_exp (k := 4) (a := 0) (f := h) (by norm_num)
    (-Real.exp (-(2 * u)) * (u + 1) / 32) (-Real.exp (-(2 * u)) * (u + 1) / 8)
    (-Real.exp (-(2 * u)) / 8) 0 0 (by
      intro r _
      have h2 : Real.exp (-(2 * (r + u))) = Real.exp (-(2 * u)) * Real.exp (-(2 * r)) := by
        rw [← Real.exp_add]
        congr 1
        ring
      rw [hh, shellTail, h2, e4]
      ring)
  have hC2 : ∫ r in Ioi 0, h r = Real.exp (-(2 * u)) * (u + 1) / 32 := by
    rw [hC.2]
    simp only [mul_zero, neg_zero, Real.exp_zero]
    ring
  have hI : IntegrableOn g (Ioi 0) := by
    rw [← Ioc_union_Ioi_eq_Ioi hu.le]
    exact hA.union hB.1
  have hsplit : ∫ r in Ioi 0, g r = (∫ r in Ioc 0 u, g r) + ∫ r in Ioi u, g r := by
    rw [← Ioc_union_Ioi_eq_Ioi hu.le]
    exact setIntegral_union (Ioc_disjoint_Ioi le_rfl) measurableSet_Ioi hA hB.1
  have hmain : averagedHole u =
      -(2 / (π * u) * ((∫ r in Ioi 0, g r) - ∫ r in Ioi 0, h r)) := by
    unfold averagedHole
    rw [← integral_sub hI hC.1, ← integral_const_mul]
    congr 1
    refine setIntegral_congr_fun measurableSet_Ioi fun r hr => ?_
    have hr' : 0 < r := hr
    simp only [angular_integral hr' hu]
    simp only [hg, hh, density]
    field_simp
  rw [hmain, hsplit, hA2, hB2, hC2, holeProfile]
  field_simp
  ring

/-- The averaged exchange hole integrated over all separation vectors longer than `R`, with
integrability. -/
theorem charge_beyond {R : ℝ} (hR : 0 ≤ R) :
    IntegrableOn (fun u => 4 * π * u ^ 2 * averagedHole u) (Ioi R) ∧
    ∫ u in Ioi R, 4 * π * u ^ 2 * averagedHole u =
      -((1 + 2 * R + 2 * R ^ 2 + 7 / 6 * R ^ 3 + 1 / 3 * R ^ 4) * Real.exp (-(2 * R))) :=
  integral_quartic_exp (by norm_num) 1 2 2 (7 / 6) (1 / 3) (by
    intro u hu
    have hπ := Real.pi_pos.ne'
    rw [averagedHole_eq (hR.trans_lt hu), holeProfile]
    field_simp
    ring)

/-- The part of the exchange energy of hydrogen that comes from separations beyond `R`. -/
theorem energy_beyond {R : ℝ} (hR : 0 ≤ R) :
    1 / 2 * ∫ u in Ioi R, 4 * π * u * averagedHole u =
      -((5 / 16 + 5 / 8 * R + 1 / 2 * R ^ 2 + 1 / 6 * R ^ 3) * Real.exp (-(2 * R))) := by
  have h := integral_quartic_exp (k := 2) (a := R)
    (f := fun u => 4 * π * u * averagedHole u) (by norm_num) (5 / 8) (5 / 4) 1 (1 / 3) 0 (by
      intro u hu
      have hπ := Real.pi_pos.ne'
      simp only [averagedHole_eq (hR.trans_lt hu), holeProfile]
      field_simp
      ring)
  rw [h.2]
  ring

/-- The system-averaged exchange hole of hydrogen is `-P(u)` for `u > 0`, it integrates to `-1`,
and its exchange energy is `-5/16` hartree. -/
theorem hydrogen_exchange_hole :
    (∀ u, 0 < u → averagedHole u = -holeProfile u) ∧
    ∫ u in Ioi (0 : ℝ), 4 * π * u ^ 2 * averagedHole u = -1 ∧
    1 / 2 * ∫ u in Ioi (0 : ℝ), 4 * π * u * averagedHole u = -(5 / 16) := by
  refine ⟨fun u hu => averagedHole_eq hu, ?_, ?_⟩
  · rw [(charge_beyond le_rfl).2]
    norm_num
  · rw [energy_beyond le_rfl]
    norm_num

/-- Cut off sharply at any finite radius `R`, the averaged exchange hole of hydrogen integrates to
more than `-1`. -/
theorem truncated_charge {R : ℝ} (hR : 0 ≤ R) :
    -1 < ∫ u in Ioc 0 R, 4 * π * u ^ 2 * averagedHole u := by
  have h0 := hydrogen_exchange_hole.2.1
  have hi := (charge_beyond (le_refl (0 : ℝ))).1
  rw [← Ioc_union_Ioi_eq_Ioi hR, setIntegral_union (Ioc_disjoint_Ioi le_rfl) measurableSet_Ioi
    (hi.mono_set Ioc_subset_Ioi_self) (charge_beyond hR).1, (charge_beyond hR).2] at h0
  have hpos : 0 < (1 + 2 * R + 2 * R ^ 2 + 7 / 6 * R ^ 3 + 1 / 3 * R ^ 4)
      * Real.exp (-(2 * R)) := by positivity
  linarith

end

end HydrogenExchangeHole
```

```lean
#print axioms HydrogenExchangeHole.hydrogen_exchange_hole
#print axioms HydrogenExchangeHole.truncated_charge
```

```
'HydrogenExchangeHole.hydrogen_exchange_hole' depends on axioms: [propext, Classical.choice, Quot.sound]
'HydrogenExchangeHole.truncated_charge' depends on axioms: [propext, Classical.choice, Quot.sound]
```

## How the proof follows the calculation

`angular_integral` differentiates \(G\), called `shellTail`, along \(s(x)\) by the chain rule and applies the fundamental theorem of calculus. When \(r=u\), the distance \(s\) vanishes at \(x=-1\), where the square root is not differentiable. The version of the theorem used here, `intervalIntegral.integral_eq_sub_of_hasDerivAt_of_le`, needs the derivative only inside the interval and continuity up to its ends, so this case needs no separate treatment.

`averagedHole_eq` names the two radial integrands `g` and `h`. The steps `hA2`, `hB2` and `hC2` are the three integrals above: the inner region, the outer region and the subtracted term. `hsplit` joins the two regions at \(r=u\), `hmain` inserts the angular result, and the final `field_simp` and `ring` collect the polynomial into \(P\).

`charge_beyond` and `energy_beyond` replace the hole by \(-P\) and integrate from \(R\). Setting \(R=0\) in them completes `hydrogen_exchange_hole`. For `truncated_charge`, the total charge is split at \(R\); `positivity` shows that the magnitude of the outer charge is positive, and `linarith` draws the inequality.

## An integration lemma that takes the antiderivative as input

Every integral to infinity in \(r\) or \(u\) is evaluated by `integral_quartic_exp`. Its arguments `q0` to `q4` are the coefficients of the antiderivative

\[ \left(q_0+q_1x+q_2x^2+q_3x^3+q_4x^4\right)e^{-kx},\qquad k>0, \]

and not those of the integrand. The hypothesis `hf` requires the integrand to equal the derivative of this expression for \(x>a\). The caller thus supplies the answer, and checking it is polynomial algebra, which `ring` completes after the exponentials have been combined. In `charge_beyond` the supplied numbers `1 2 2 (7 / 6) (1 / 3)` are the coefficients in the charge formula.

Inside the lemma, `hm` shows that each power times the exponential is integrable, and `ht` that it tends to zero at infinity. Mathlib's `integral_Ioi_of_hasDerivAt_of_tendsto'` then gives the integral as the limit at infinity minus the value at \(a\).

## One-electron ions

The same argument applies to a one-electron ion of nuclear charge \(Z>0\), with density \(Z^3e^{-2Zr}/\pi\). Rescaling lengths by \(Z\) turns the averaged hole into \(-Z^3P(Zu)\). Its charge remains \(-1\), and the exchange energy becomes \(-5Z/16\) hartree. The file itself treats only \(Z=1\).
